# In the frame that turns with a chirped drive, the splitting of a spin one-half is lowered by the drive's angular velocity

The theorem `rotating_frame_chirped` concerns a single spin one-half with Hamiltonian (w0 σz + W cos θ σx + W sin θ σy)/2, where w0, W and the drive phase θ are real functions of time and θ is differentiable with derivative θ'. It states that ψ solves the Schrödinger equation (with ħ = 1) for this Hamiltonian at all times if and only if the rotated state Rz(-θ(t)) ψ(t) solves the one for ((w0 - θ') σz + W σx)/2. The state ψ need not be normalised. The attempt proves the forward direction by differentiating the rotated state with the product rule, carrying the rotation through the Hamiltonian, and absorbing the extra σz term into the splitting. For the converse it rotates back by the opposite angle.

The failing Lean file:

```lean
import Mathlib

open Matrix
open Complex (I)

namespace RotatingFrameChirped

noncomputable section

/-- The Pauli matrix `σx`. -/
def σx : Matrix (Fin 2) (Fin 2) ℂ := !![0, 1; 1, 0]

/-- The Pauli matrix `σy`. -/
def σy : Matrix (Fin 2) (Fin 2) ℂ := !![0, -I; I, 0]

/-- The Pauli matrix `σz`. -/
def σz : Matrix (Fin 2) (Fin 2) ℂ := !![1, 0; 0, -1]

/-- The rotation of a spin one-half by the angle `θ` about the z axis. -/
def Rz (θ : ℝ) : Matrix (Fin 2) (Fin 2) ℂ :=
  !![Complex.exp (-(I * θ / 2)), 0; 0, Complex.exp (I * θ / 2)]

/-- The laboratory Hamiltonian `(w0 σz + W cos θ σx + W sin θ σy) / 2`, with drive phase `θ`. -/
def labH (w0 W θ : ℝ) : Matrix (Fin 2) (Fin 2) ℂ :=
  (1 / 2 : ℂ) • ((w0 : ℂ) • σz + (W * Complex.cos θ) • σx + (W * Complex.sin θ) • σy)

/-- The Hamiltonian `(d σz + W σx) / 2` with detuning `d`. -/
def rotH (d W : ℝ) : Matrix (Fin 2) (Fin 2) ℂ :=
  (1 / 2 : ℂ) • ((d : ℂ) • σz + (W : ℂ) • σx)

/-- The Schrödinger equation `i ψ' = H(t) ψ` at all times, written as `ψ' = -i H(t) ψ`. -/
def Solves (H : ℝ → Matrix (Fin 2) (Fin 2) ℂ) (ψ : ℝ → Fin 2 → ℂ) : Prop :=
  ∀ t, HasDerivAt ψ ((-I) • (H t *ᵥ ψ t)) t

lemma Rz_neg (θ : ℝ) :
    Rz (-θ) = !![Complex.exp (I * θ / 2), 0; 0, Complex.exp (-(I * θ / 2))] := by
  simp [Rz, neg_div]

lemma Rz_neg_mulVec (θ : ℝ) (v : Fin 2 → ℂ) :
    Rz (-θ) *ᵥ v = ![Complex.exp (I * θ / 2) * v 0, Complex.exp (-(I * θ / 2)) * v 1] := by
  ext i
  fin_cases i <;> simp [Rz_neg, Matrix.mulVec, dotProduct, Fin.sum_univ_two]

/-- Rotating by `-θ` and then by `θ` restores every state. -/
theorem Rz_mul_Rz_neg (θ : ℝ) : Rz θ * Rz (-θ) = 1 := by
  rw [Rz_neg, Rz]
  ext i j
  fin_cases i <;> fin_cases j <;>
    simp [Matrix.mul_apply, Fin.sum_univ_two, ← Complex.exp_add]

/-- Rotating by minus the drive phase turns the transverse field onto the x axis. -/
theorem Rz_mul_labH (w0 W θ : ℝ) : Rz (-θ) * labH w0 W θ = rotH w0 W * Rz (-θ) := by
  have h1 : Complex.exp (I * θ / 2) * (Complex.cos θ - Complex.sin θ * I)
      = Complex.exp (-(I * θ / 2)) := by
    have h : Complex.cos θ - Complex.sin θ * I = Complex.exp (-(θ : ℂ) * I) := by
      rw [Complex.exp_mul_I, Complex.cos_neg, Complex.sin_neg]
      ring
    rw [h, ← Complex.exp_add]
    congr 1
    ring
  have h2 : Complex.exp (-(I * θ / 2)) * (Complex.cos θ + Complex.sin θ * I)
      = Complex.exp (I * θ / 2) := by
    rw [← Complex.exp_mul_I, ← Complex.exp_add]
    congr 1
    ring
  rw [Rz_neg]
  ext i j
  fin_cases i <;> fin_cases j <;>
    simp [-mul_eq_mul_left_iff, -mul_eq_mul_right_iff, labH, rotH, σx, σy, σz,
      Matrix.mul_apply, Fin.sum_univ_two]
  · ring
  · linear_combination (W / 2 : ℂ) * h1
  · linear_combination (W / 2 : ℂ) * h2
  · ring

/-- Product rule in a frame turning with phase `θ(t)`: besides the rotated velocity of the state
there is a term in `σz` proportional to the angular velocity `θ'`. -/
theorem hasDerivAt_rotate {θ : ℝ → ℝ} {θ' t : ℝ} {ψ : ℝ → Fin 2 → ℂ} {v : Fin 2 → ℂ}
    (hθ : HasDerivAt θ θ' t) (hψ : HasDerivAt ψ v t) :
    HasDerivAt (fun s => Rz (-θ s) *ᵥ ψ s)
      (Rz (-θ t) *ᵥ v + (I * θ' / 2) • (σz *ᵥ (Rz (-θ t) *ᵥ ψ t))) t := by
  have h := hasDerivAt_pi.1 hψ
  have hc : HasDerivAt (fun s => I * (θ s : ℂ) / 2) (I * θ' / 2) t :=
    (hθ.ofReal_comp.const_mul I).div_const 2
  simp only [Rz_neg_mulVec]
  rw [hasDerivAt_pi]
  intro i
  fin_cases i
  · refine (hc.cexp.fun_mul (h 0)).congr_deriv ?_
    simp [σz]
    ring
  · refine (hc.fun_neg.cexp.fun_mul (h 1)).congr_deriv ?_
    simp [σz]
    ring

/-- Rotating frame for a chirped drive: with differentiable phase `θ(t)` and any time-dependent
splitting and amplitude, `ψ` solves the laboratory equation exactly when `Rz(-θ(t)) ψ(t)` solves
the equation with detuning `w0(t) - θ'(t)` and the field along x. -/
theorem rotating_frame_chirped (w0 W θ θ' : ℝ → ℝ) (hθ : ∀ t, HasDerivAt θ (θ' t) t)
    (ψ : ℝ → Fin 2 → ℂ) :
    Solves (fun t => labH (w0 t) (W t) (θ t)) ψ ↔
      Solves (fun t => rotH (w0 t - θ' t) (W t)) (fun t => Rz (-θ t) *ᵥ ψ t) := by
  have key : ∀ (a b x : ℝ) (v : Fin 2 → ℂ),
      Rz (-x) *ᵥ (labH a b x *ᵥ v) = rotH a b *ᵥ (Rz (-x) *ᵥ v) := by
    intro a b x v
    simp only [Matrix.mulVec_mulVec, Rz_mul_labH]
  constructor
  · intro h t
    refine (hasDerivAt_rotate (hθ t) (h t)).congr_deriv ?_
    -- the frame term lowers the splitting by the angular velocity
    have hs : rotH (w0 t - θ' t) (W t) = rotH (w0 t) (W t) - (θ' t / 2 : ℂ) • σz := by
      unfold rotH
      push_cast
      module
    rw [Matrix.mulVec_smul, key, hs, Matrix.sub_mulVec, Matrix.smul_mulVec]
    module
  · intro h t
    -- rotate back to the laboratory
    have hb : ∀ (x : ℝ) (v : Fin 2 → ℂ), Rz (-(-x)) *ᵥ (Rz (-x) *ᵥ v) = v := by
      intro x v
      simp only [Matrix.mulVec_mulVec, neg_neg, Rz_mul_Rz_neg, Matrix.one_mulVec]
    have h2 := hasDerivAt_rotate (hθ t).fun_neg (h t)
    simp only [hb] at h2
    refine h2.congr_deriv ?_
    have hs : labH (w0 t - θ' t) (W t) (θ t)
        = labH (w0 t) (W t) (θ t) - (θ' t / 2 : ℂ) • σz := by
      unfold labH
      push_cast
      module
    rw [← key, ← Matrix.mulVec_smul, hb, hs, Matrix.sub_mulVec, Matrix.smul_mulVec]
    push_cast
    module

end

end RotatingFrameChirped
```

Lean reports:

```
Main.lean:115:33: error: Tactic `rewrite` failed: Did not find an occurrence of the pattern
  rotH (w0 t - θ' t) (W t)
in the target expression
  -I • rotH (w0 t) (W t) *ᵥ Rz (-θ t) *ᵥ ψ t + (I * ↑(θ' t) / 2) • σz *ᵥ Rz (-θ t) *ᵥ ψ t =
    -I • (fun t => rotH (w0 t - θ' t) (W t)) t *ᵥ (fun t => Rz (-θ t) *ᵥ ψ t) t

case mp
w0 W θ θ' : ℝ → ℝ
hθ : ∀ (t : ℝ), HasDerivAt θ (θ' t) t
ψ : ℝ → Fin 2 → ℂ
key : ∀ (a b x : ℝ) (v : Fin 2 → ℂ), Rz (-x) *ᵥ labH a b x *ᵥ v = rotH a b *ᵥ Rz (-x) *ᵥ v
h : Solves (fun t => labH (w0 t) (W t) (θ t)) ψ
t : ℝ
hs : rotH (w0 t - θ' t) (W t) = rotH (w0 t) (W t) - (↑(θ' t) / 2) • σz
⊢ -I • rotH (w0 t) (W t) *ᵥ Rz (-θ t) *ᵥ ψ t + (I * ↑(θ' t) / 2) • σz *ᵥ Rz (-θ t) *ᵥ ψ t =
    -I • (fun t => rotH (w0 t - θ' t) (W t)) t *ᵥ (fun t => Rz (-θ t) *ᵥ ψ t) t
```

What went wrong. The error is in the forward direction, at the rewrite with `hs`, which is to split `rotH (w0 t - θ' t) (W t)` into `rotH (w0 t) (W t)` minus a multiple of `σz`. Lean reports that it cannot find the left-hand side in the goal. The goal does contain the Hamiltonian, but as `(fun t => rotH (w0 t - θ' t) (W t)) t`, a function not yet applied to its argument. Inside that function `t` is a bound variable, whereas the `t` in `hs` is the fixed time introduced by `intro`. The two expressions are equal by definition, but `rw` looks for an instance of the pattern in the goal as it is written, and there is none.

The added line `beta_reduce` carries out such applications, so that the right-hand side of the goal contains `rotH (w0 t - θ' t) (W t)` at the fixed time `t`. The rewrite with `hs` then finds its pattern, and the rest of the proof goes through unchanged.

After these edits no error is left:

```diff
@@ -113,4 +113,5 @@
       push_cast
       module
+    beta_reduce
     rw [Matrix.mulVec_smul, key, hs, Matrix.sub_mulVec, Matrix.smul_mulVec]
     module
```
